# Geometric convergence of ideal reservoir exchange on a finite state space

Let \(p\) be the target distribution and \(q\) the reservoir distribution, both positive and normalised on a finite set, and let \(w=\max_x p(x)/q(x)\). One attempt draws \(y\) from \(q\) and replaces the current state \(x\) by \(y\) with probability \(\min\{1,\,p(y)q(x)/(p(x)q(y))\}\). From any initial distribution \(\mu\), the distribution \(\mu_n\) after \(n\) attempts satisfies

\[
\sum_y|\mu_n(y)-p(y)|\le 2\left(1-\frac1w\right)^n .
\]

The physical problem is a cold system that crosses barriers too slowly. It is offered configurations from a reservoir, typically sampled at a higher temperature, and the question is how fast these exchanges alone bring it to equilibrium.

The model is idealised: each \(y\) is a fresh, independent draw from exactly \(q\), whereas a stored reservoir is a finite sample. The state space is also finite, and no dynamics runs between attempts.

## The exchange as a map on distributions

States form a finite type `X`, and distributions are real functions on it. Positivity and normalisation enter as hypotheses of the theorems.

In Lean 4 with Mathlib:

```lean
import Mathlib

open Finset

namespace ReservoirExchange

noncomputable section

variable {X : Type*} [Fintype X] {p q : X → ℝ}
```

The probability of proposing \(y\) and accepting it from \(x\) is

\[
K(x,y)=q(y)\min\left\{1,\frac{p(y)q(x)}{p(x)q(y)}\right\}.
\]

The case \(y=x\) is included, and counts as an accepted move.

```lean
/-- Probability that the reservoir law `q` proposes `y` and that `y` then replaces `x` under the
Metropolis exchange rule for the target law `p`; the domain is `p x` and `q y` nonzero. -/
def moveProb (p q : X → ℝ) (x y : X) : ℝ :=
  q y * min 1 (p y * q x / (p x * q y))
```

A distribution \(\mu\) becomes \(T\mu\), the accepted inflow plus the weight left in place by rejection:

\[
(T\mu)(y)=\sum_x\mu(x)K(x,y)+\mu(y)\Bigl(1-\sum_zK(y,z)\Bigr).
\]

Despite the word "exchange", \(x\) is not put into the reservoir; \(q\) stays fixed.

```lean
/-- One exchange attempt acting on a law `μ`: the weight arriving at `y` by accepted exchanges,
plus the weight that stays at `y` because the exchange was rejected. -/
def exchangeStep (p q μ : X → ℝ) (y : X) : ℝ :=
  ∑ x, μ x * moveProb p q x y + μ y * (1 - ∑ z, moveProb p q y z)
```

The constant \(w\) measures how badly the reservoir under-represents some target state.

```lean
/-- The largest ratio of target to reservoir probability, for `q` nowhere zero on a nonempty
finite set. -/
def maxRatio (p q : X → ℝ) : ℝ := ⨆ x, p x / q x
```

By definition of the maximum, \(p(x)\le w\,q(x)\) for every \(x\).

```lean
lemma le_maxRatio_mul (hq : ∀ x, 0 < q x) (x : X) : p x ≤ maxRatio p q * q x :=
  (div_le_iff₀ (hq x)).1
    (le_ciSup (f := fun x => p x / q x) (Set.finite_range _).bddAbove x)
```

Summing this over \(x\) gives \(1\le w\), so \(1-1/w\) lies in \([0,1)\).

```lean
/-- For a normalised target and a positive normalised reservoir, the largest ratio is at
least one. -/
theorem one_le_maxRatio (hq : ∀ x, 0 < q x) (hp1 : ∑ x, p x = 1) (hq1 : ∑ x, q x = 1) :
    1 ≤ maxRatio p q := by
  have h : ∑ x, p x ≤ ∑ x, maxRatio p q * q x :=
    sum_le_sum fun x _ => le_maxRatio_mul hq x
  rwa [← mul_sum, hp1, hq1, mul_one] at h
```

## Detailed balance

Multiplying \(K(x,y)\) by \(p(x)\) and taking the positive factor \(p(x)q(y)\) inside the minimum gives the equilibrium flow

\[
p(x)K(x,y)=\min\{p(x)q(y),\,p(y)q(x)\}.
\]

```lean
omit [Fintype X] in
/-- For positive `p` and `q`, the probability flow from `x` to `y` in the target law is the
smaller of `p x * q y` and `p y * q x`. -/
theorem equilibrium_flow (hp : ∀ x, 0 < p x) (hq : ∀ x, 0 < q x) (x y : X) :
    p x * moveProb p q x y = min (p x * q y) (p y * q x) := by
  have hx := (hp x).ne'
  have hy := (hq y).ne'
  have e : p x * q y * (p y * q x / (p x * q y)) = p y * q x := by field_simp
  unfold moveProb
  rw [← mul_assoc, mul_min_of_nonneg _ _ (mul_pos (hp x) (hq y)).le, mul_one, e]
```

The right-hand side is symmetric in \(x\) and \(y\). The inflow \(\sum_xp(x)K(x,y)\) therefore equals the outflow \(p(y)\sum_xK(y,x)\), and \(Tp=p\). In the proof, `min_comm` is this symmetry.

```lean
/-- For positive `p` and `q`, an exchange attempt leaves the target law unchanged. -/
theorem target_stationary (hp : ∀ x, 0 < p x) (hq : ∀ x, 0 < q x) :
    exchangeStep p q p = p := by
  funext y
  -- detailed balance turns the inflow into the outflow
  have h : ∑ x, p x * moveProb p q x y = ∑ x, p y * moveProb p q y x :=
    sum_congr rfl fun x _ => by
      rw [equilibrium_flow hp hq x y, equilibrium_flow hp hq y x]
      exact min_comm _ _
  simp only [exchangeStep]
  rw [h, ← mul_sum]
  ring
```

## A refresh hidden in every attempt

From every state \(x\), the move probability contains a part that does not depend on \(x\):

\[
K(x,y)\ge \frac{p(y)}w .
\]

After multiplication by \(w\,p(x)\), this says that \(p(x)p(y)\) is at most both \(w\,p(x)q(y)\) and \(w\,p(y)q(x)\). These follow from \(p(y)\le wq(y)\) and \(p(x)\le wq(x)\), and are the two `nlinarith` goals. With weight \(1/w\), an attempt thus acts as a draw from the target itself.

```lean
/-- For positive normalised `p` and `q`, whatever the current state `x`, the next state is `y`
by an accepted exchange with probability at least `p y / w`, where `w` is the largest ratio. -/
theorem refresh_le_moveProb (hp : ∀ x, 0 < p x) (hq : ∀ x, 0 < q x)
    (hp1 : ∑ x, p x = 1) (hq1 : ∑ x, q x = 1) (x y : X) :
    p y / maxRatio p q ≤ moveProb p q x y := by
  have hw : 0 < maxRatio p q := lt_of_lt_of_le one_pos (one_le_maxRatio hq hp1 hq1)
  rw [div_le_iff₀ hw]
  refine le_of_mul_le_mul_left ?_ (hp x)
  rw [← mul_assoc, equilibrium_flow hp hq, min_mul_of_nonneg _ _ hw.le]
  refine le_min ?_ ?_
  · nlinarith [mul_le_mul_of_nonneg_left (le_maxRatio_mul (p := p) hq y) (hp x).le]
  · nlinarith [mul_le_mul_of_nonneg_left (le_maxRatio_mul (p := p) hq x) (hp y).le]
```

## Contraction of the deviation

Summing \(T\mu\) over \(y\), the accepted inflow cancels the accepted outflow, so total weight is conserved.

```lean
lemma sum_exchangeStep (μ : X → ℝ) : ∑ y, exchangeStep p q μ y = ∑ y, μ y := by
  simp only [exchangeStep, sum_add_distrib, mul_sub, sum_sub_distrib, mul_one, mul_sum]
  rw [sum_comm]
  ring
```

Let \(\delta=\mu-p\), so that \(\sum_x\delta(x)=0\). Subtracting \(Tp=p\) from \(T\mu\), and then the vanishing term \(\sum_x\delta(x)\,p(y)/w\), gives

\[
(T\mu-p)(y)=\sum_x\delta(x)\Bigl[K(x,y)-\frac{p(y)}w\Bigr]+\delta(y)\Bigl(1-\sum_zK(y,z)\Bigr).
\]

Both brackets are non-negative, the second because \(K(y,z)\le q(z)\). Taking absolute values and summing over \(y\),

\[
\sum_y|(T\mu-p)(y)|\le\sum_x|\delta(x)|\Bigl[\sum_yK(x,y)-\frac1w+1-\sum_zK(x,z)\Bigr]
=\Bigl(1-\frac1w\Bigr)\sum_x|\delta(x)| .
\]

In the proof, `stay` is the sign of the second bracket, `e` is the identity, and `key` is the bound at a single \(y\).

```lean
/-- For positive normalised `p` and `q`, one exchange attempt shrinks the total absolute deviation
of a normalised `μ` from the target at least by the factor `1 - 1/w`. -/
theorem deviation_contracts (hp : ∀ x, 0 < p x) (hq : ∀ x, 0 < q x)
    (hp1 : ∑ x, p x = 1) (hq1 : ∑ x, q x = 1) {μ : X → ℝ} (hμ : ∑ x, μ x = 1) :
    ∑ y, |exchangeStep p q μ y - p y| ≤ (1 - 1 / maxRatio p q) * ∑ y, |μ y - p y| := by
  have stay : ∀ y, ∑ z, moveProb p q y z ≤ 1 := fun y => by
    rw [← hq1]
    exact sum_le_sum fun z _ => mul_le_of_le_one_right (hq z).le (min_le_left _ _)
  have key : ∀ y, |exchangeStep p q μ y - p y| ≤
      ∑ x, |μ x - p x| * (moveProb p q x y - p y / maxRatio p q)
        + |μ y - p y| * (1 - ∑ z, moveProb p q y z) := fun y => by
    -- the common refresh part cancels, since the deviations sum to zero
    have e : exchangeStep p q μ y - p y =
        ∑ x, (μ x - p x) * (moveProb p q x y - p y / maxRatio p q)
          + (μ y - p y) * (1 - ∑ z, moveProb p q y z) := by
      have h1 := congrFun (target_stationary hp hq) y
      have h0 : ∑ x, (μ x - p x) * (p y / maxRatio p q) = 0 := by
        rw [← sum_mul, sum_sub_distrib, hμ, hp1, sub_self, zero_mul]
      have h2 : ∑ x, (μ x - p x) * (moveProb p q x y - p y / maxRatio p q) =
          ∑ x, μ x * moveProb p q x y - ∑ x, p x * moveProb p q x y
            - ∑ x, (μ x - p x) * (p y / maxRatio p q) := by
        rw [← sum_sub_distrib, ← sum_sub_distrib]
        exact sum_congr rfl fun x _ => by ring
      simp only [exchangeStep] at h1 ⊢
      linear_combination h1 - h2 + h0
    rw [e]
    refine (abs_add_le _ _).trans (add_le_add ?_ ?_)
    · refine (abs_sum_le_sum_abs _ _).trans (le_of_eq (sum_congr rfl fun x _ => ?_))
      rw [abs_mul, abs_of_nonneg (sub_nonneg.2 (refresh_le_moveProb hp hq hp1 hq1 x y))]
    · rw [abs_mul, abs_of_nonneg (sub_nonneg.2 (stay y))]
  refine (sum_le_sum fun y _ => key y).trans (le_of_eq ?_)
  rw [sum_add_distrib, sum_comm, ← sum_add_distrib, mul_sum]
  refine sum_congr rfl fun x _ => ?_
  rw [← mul_sum, sum_sub_distrib, ← sum_div, hp1]
  ring
```

Initially \(|\mu(y)-p(y)|\le\mu(y)+p(y)\), which sums to 2. Induction on \(n\) then gives the stated bound. The expression `(exchangeStep p q)^[n] μ` is the \(n\)-fold iterate \(T^n\mu=\mu_n\), and the sum is twice the total variation distance. The hypotheses `hμ0` and `hμ` say that \(\mu\) is a probability distribution.

```lean
/-- Ideal reservoir exchange between positive normalised laws: from any initial law `μ`, after `n`
attempts the total absolute deviation from the target is at most `2 (1 - 1/w) ^ n`. -/
theorem reservoir_exchange_converges (hp : ∀ x, 0 < p x) (hq : ∀ x, 0 < q x)
    (hp1 : ∑ x, p x = 1) (hq1 : ∑ x, q x = 1) {μ : X → ℝ} (hμ0 : ∀ x, 0 ≤ μ x)
    (hμ : ∑ x, μ x = 1) (n : ℕ) :
    ∑ y, |(exchangeStep p q)^[n] μ y - p y| ≤ 2 * (1 - 1 / maxRatio p q) ^ n := by
  have hw := one_le_maxRatio hq hp1 hq1
  have hr : 0 ≤ 1 - 1 / maxRatio p q :=
    sub_nonneg.2 ((div_le_one (lt_of_lt_of_le one_pos hw)).2 hw)
  have mass : ∀ k, ∑ y, (exchangeStep p q)^[k] μ y = 1 := fun k => by
    induction k with
    | zero => exact hμ
    | succ k ih => rw [Function.iterate_succ_apply', sum_exchangeStep, ih]
  induction n with
  | zero =>
    have h : ∑ y, |μ y - p y| ≤ ∑ y, (μ y + p y) := sum_le_sum fun y _ =>
      abs_le.2 ⟨by linarith [hμ0 y], by linarith [hp y]⟩
    rw [sum_add_distrib, hμ, hp1] at h
    simp only [Function.iterate_zero, id_eq, pow_zero]
    linarith
  | succ n ih =>
    rw [Function.iterate_succ_apply']
    refine (deviation_contracts hp hq hp1 hq1 (mass n)).trans ?_
    refine (mul_le_mul_of_nonneg_left ih hr).trans (le_of_eq ?_)
    rw [pow_succ]
    ring
```

## Starting where rejection is most likely

Let \(x_0\) be a state with \(p(x_0)=w\,q(x_0)\), and let \(e_{x_0}\) be the distribution concentrated there, written `Pi.single x₀ 1`. Since

\[
p(y)q(x_0)\le w\,q(y)q(x_0)=p(x_0)q(y),
\]

the flow out of \(x_0\) is \(p(y)q(x_0)\). Dividing by \(p(x_0)\) gives \(K(x_0,y)=p(y)/w\) exactly. With \(a=1-1/w\), one attempt gives \(Te_{x_0}=(1-a)p+a\,e_{x_0}\). Because \(T\) is linear and \(Tp=p\), induction yields

\[
T^ne_{x_0}=(1-a^n)\,p+a^n e_{x_0}.
\]

The steps `move`, `first` and `lin` are the exact move probability, the first attempt and linearity. In the theorem's name, "worst" refers to rejection: the total acceptance probability \(\sum_yK(x,y)\) is at least \(1/w\) from every \(x\), and equals \(1/w\) at \(x_0\). Another initial state can still leave a larger deviation from \(p\).

```lean
/-- For positive normalised `p` and `q`, started in a state `x₀` where `p / q` is largest, the law
after `n` attempts is a mixture of the target and the initial point law, the latter with weight
`(1 - 1/w) ^ n`. -/
theorem law_from_worst_state [DecidableEq X] (hp : ∀ x, 0 < p x) (hq : ∀ x, 0 < q x)
    (hp1 : ∑ x, p x = 1) (hq1 : ∑ x, q x = 1) {x₀ : X}
    (hx : p x₀ / q x₀ = maxRatio p q) (n : ℕ) :
    (exchangeStep p q)^[n] (Pi.single x₀ 1) = fun y =>
      (1 - (1 - 1 / maxRatio p q) ^ n) * p y
        + (1 - 1 / maxRatio p q) ^ n * (Pi.single x₀ 1 : X → ℝ) y := by
  have hw : 0 < maxRatio p q := lt_of_lt_of_le one_pos (one_le_maxRatio hq hp1 hq1)
  have hx' := (div_eq_iff (hq x₀).ne').1 hx
  -- from `x₀` the refresh bound is an equality
  have move : ∀ y, moveProb p q x₀ y = p y / maxRatio p q := fun y => by
    have h := equilibrium_flow hp hq x₀ y
    rw [min_eq_right (by
      rw [hx']
      nlinarith [mul_le_mul_of_nonneg_left (le_maxRatio_mul (p := p) hq y) (hq x₀).le])] at h
    rw [eq_div_iff hw.ne']
    apply mul_left_cancel₀ (hq x₀).ne'
    linear_combination h - moveProb p q x₀ y * hx'
  have first : ∀ y, exchangeStep p q (Pi.single x₀ 1) y =
      p y / maxRatio p q + (1 - 1 / maxRatio p q) * (Pi.single x₀ 1 : X → ℝ) y := fun y => by
    have hs : ∑ x, (Pi.single x₀ 1 : X → ℝ) x * moveProb p q x y = moveProb p q x₀ y := by
      simp [Pi.single_apply]
    simp only [exchangeStep]
    rw [hs, move y]
    by_cases h : y = x₀
    · have ht : ∑ z, moveProb p q x₀ z = 1 / maxRatio p q := by
        rw [sum_congr rfl fun z _ => move z, ← sum_div, hp1]
      rw [h, ht]
      ring
    · rw [Pi.single_eq_of_ne h]
      ring
  induction n with
  | zero => funext y; simp
  | succ n ih =>
    rw [Function.iterate_succ_apply', ih]
    funext y
    have lin : ∀ (a b : ℝ) (μ ν : X → ℝ), exchangeStep p q (fun x => a * μ x + b * ν x) y =
        a * exchangeStep p q μ y + b * exchangeStep p q ν y := fun a b μ ν => by
      have h : ∑ x, (a * μ x + b * ν x) * moveProb p q x y =
          a * ∑ x, μ x * moveProb p q x y + b * ∑ x, ν x * moveProb p q x y := by
        rw [mul_sum, mul_sum, ← sum_add_distrib]
        exact sum_congr rfl fun x _ => by ring
      simp only [exchangeStep]
      rw [h]
      ring
    rw [lin, first y, target_stationary hp hq, pow_succ]
    ring
```

The deviation is therefore \(a^n(e_{x_0}-p)\). Its absolute sum is \(a^n\) times \((1-p(x_0))+\sum_{y\ne x_0}p(y)=2(1-p(x_0))\), so

\[
\sum_y|(T^ne_{x_0})(y)-p(y)|=2\,(1-p(x_0))\left(1-\frac1w\right)^n .
\]

A maximising \(x_0\) exists because the set is finite and non-empty. With two or more states \(p(x_0)<1\), so the factor \(1-1/w\) in the general bound cannot be lowered. The step `term` writes \(|e_{x_0}(y)-p(y)|\) as \(p(y)+e_{x_0}(y)(1-2p(x_0))\), which covers both cases in one formula.

```lean
/-- For positive normalised `p` and `q` there is an initial state `x₀` from which the total absolute
deviation after `n` attempts equals `2 (1 - p x₀) (1 - 1/w) ^ n` for all `n`. -/
theorem rate_attained [DecidableEq X] (hp : ∀ x, 0 < p x) (hq : ∀ x, 0 < q x)
    (hp1 : ∑ x, p x = 1) (hq1 : ∑ x, q x = 1) :
    ∃ x₀ : X, ∀ n : ℕ, ∑ y, |(exchangeStep p q)^[n] (Pi.single x₀ 1) y - p y| =
      2 * (1 - p x₀) * (1 - 1 / maxRatio p q) ^ n := by
  have hne : Nonempty X := by
    rcases isEmpty_or_nonempty X with h | h
    · simp at hp1
    · exact h
  obtain ⟨x₀, hx⟩ := exists_eq_ciSup_of_finite (f := fun x => p x / q x)
  refine ⟨x₀, fun n => ?_⟩
  have hw := one_le_maxRatio hq hp1 hq1
  have hr : 0 ≤ (1 - 1 / maxRatio p q) ^ n :=
    pow_nonneg (sub_nonneg.2 ((div_le_one (lt_of_lt_of_le one_pos hw)).2 hw)) n
  have hle : p x₀ ≤ 1 := by
    rw [← hp1]
    exact single_le_sum (fun i _ => (hp i).le) (mem_univ x₀)
  rw [law_from_worst_state hp hq hp1 hq1 hx n]
  have term : ∀ y, |(1 - (1 - 1 / maxRatio p q) ^ n) * p y
      + (1 - 1 / maxRatio p q) ^ n * (Pi.single x₀ 1 : X → ℝ) y - p y| =
      (1 - 1 / maxRatio p q) ^ n *
        (p y + (Pi.single x₀ 1 : X → ℝ) y * (1 - 2 * p x₀)) := fun y => by
    rw [show (1 - (1 - 1 / maxRatio p q) ^ n) * p y
      + (1 - 1 / maxRatio p q) ^ n * (Pi.single x₀ 1 : X → ℝ) y - p y =
      (1 - 1 / maxRatio p q) ^ n * ((Pi.single x₀ 1 : X → ℝ) y - p y) by ring,
      abs_mul, abs_of_nonneg hr]
    congr 1
    by_cases h : y = x₀
    · rw [h, Pi.single_eq_same, abs_of_nonneg (sub_nonneg.2 hle)]
      ring
    · rw [Pi.single_eq_of_ne h, zero_sub, abs_neg, abs_of_pos (hp y)]
      ring
  have hs : ∑ y, (Pi.single x₀ 1 : X → ℝ) y = 1 := by simp [Pi.single_apply]
  rw [sum_congr rfl fun y _ => term y, ← mul_sum, sum_add_distrib, ← sum_mul, hp1, hs]
  ring

end

end ReservoirExchange
```

```lean
#print axioms ReservoirExchange.reservoir_exchange_converges
-- 'ReservoirExchange.reservoir_exchange_converges' depends on axioms: [propext, Classical.choice, Quot.sound]
#print axioms ReservoirExchange.rate_attained
-- 'ReservoirExchange.rate_attained' depends on axioms: [propext, Classical.choice, Quot.sound]
```

## Boltzmann distributions in a simulation

For a target at inverse temperature \(\beta\) and a reservoir at \(\beta'<\beta\), with the same potential energy \(U\), the acceptance probability is

\[
\min\{1,\exp[(\beta-\beta')(U(x)-U(y))]\}.
\]

A simulation with a stored reservoir picks one of its configurations \(y\) at random, compares the two energies, and continues from \(y\) if it is accepted; otherwise \(x\) is kept and counted again. The partition functions cancel. The ratio \(p/q\) is largest at the lowest energy, so in this finite, ideal model an attempt is most likely to be rejected when the system is in a ground state.

## Two states in numbers

Take \(p=(4/5,1/5)\) and \(q=(1/2,1/2)\). Then \(w=8/5\), \(1-1/w=3/8\), and the first state is \(x_0\). From there the second state is proposed with probability \(1/2\) and accepted with probability \(1/4\), so one attempt gives \((7/8,1/8)\). The deviation is \(0.075+0.075=0.15\), in agreement with \(2\cdot\tfrac15\cdot\tfrac38\). The general bound for one attempt is \(0.75\). From the second state, one attempt gives \((1/2,1/2)\) and the larger deviation \(0.6\), although no proposal is rejected there.
